# Massless Dirac Landau levels in crossed fields with $|b|<1$

To check a Landau-level code for massless, non-interacting Dirac electrons in an unbounded plane, with a uniform perpendicular magnetic field and a uniform in-plane electric field, compare its bound-state energies at fixed $k$ and $|b|<1$ with

$$e=-bk\pm\sqrt{2nB}\,(1-b^2)^{3/4},\qquad n=0,1,\dots$$

Here $H=\sigma_1p+\sigma_2(k+Bx)+bBx$ and $[x,p]=i$, with $\hbar$, velocity and charge set to one. The conserved momentum is $k$, the magnetic field $B>0$, and $b$ the electric-to-magnetic field ratio. At $n=0$ both signs give $e=-bk$.

## Boosting the electric field away

Let $\tanh t=b$, $g=\cosh t$ and $S=\cosh(t/2)-\sigma_2\sinh(t/2)$. Since $\sigma_1S=S^{-1}\sigma_1$, $S\sigma_1pS=\sigma_1p$. The other terms commute with $S$ and acquire $S^2=g(1-b\sigma_2)$. Expanding, with $g(1-b^2)=1/g$, gives `boosted_hamiltonian`:

$$S(H-e)S=D-E,\qquad D=\sigma_1p+\sigma_2(wx+c),$$

where $w=B/g$, $c=g(k+be)$, $E=g(e+bk)$. As $S$ is invertible, $\psi=S\chi$ turns $H\psi=e\psi$ into $D\chi=E\chi$ (`eigen_iff`).

## Descending and climbing the ladder

Let $A=wx+c+ip$, $A'=wx+c-ip$, $\sigma_3=-i\sigma_1\sigma_2$. The commutator gives (`ladder_relations`)

$$D^2=A'A+w(1+\sigma_3),\qquad D^2A=A(D^2-2w).$$

If $D^2\chi=\mu\chi$, symmetry gives $\mu\|\chi\|^2=\|D\chi\|^2\ge0$. Each $A$ lowers $\mu$ by $2w$, so some nonzero state has $A\chi=0$. There $\mu\chi=w(1+\sigma_3)\chi$; applying $\sigma_3$ gives $\mu=0$ or $2w$. Hence $E^2=2wn$, by induction on the bound `N` in `landau_sq_spectrum`; `level_iff` solves for $e$.

Conversely, `level_attained` applies $A'$ $n$ times to a spin-down vacuum. The result $u$ is nonzero because $AA'=A'A+2w$, and $D^2u=E^2u$. Then $(D+E)u$ is an eigenvector or vanishes; in the latter case $\sigma_3$ forces $E=0$, and $u$ serves.

In Lean 4 with Mathlib:

```lean
import Mathlib

open Complex (I)
open Polynomial (X derivative)

namespace CrossedFieldLandauLevels

noncomputable section

variable {R : Type*} [Ring R] [Algebra ℂ R]

/-- The relations of position, momentum and two Pauli matrices, imposed on elements of a complex
algebra. -/
structure SpinorAlgebra (x p s1 s2 : R) : Prop where
  sq1 : s1 * s1 = 1
  sq2 : s2 * s2 = 1
  anti : s2 * s1 = -(s1 * s2)
  xs1 : Commute x s1
  xs2 : Commute x s2
  ps1 : Commute p s1
  ps2 : Commute p s2
  ccr : x * p - p * x = I • (1 : R)

/-- The kinetic momentum `w x + c` along the second axis in Landau gauge. -/
def kin (x : R) (w c : ℝ) : R := (w : ℂ) • x + (c : ℂ) • (1 : R)

/-- The massless Dirac operator `σ₁ p + σ₂ (w x + c)` in a magnetic field `w`. -/
def landau (x p s1 s2 : R) (w c : ℝ) : R := s1 * p + s2 * kin x w c

/-- The Dirac Hamiltonian `σ₁ p + σ₂ (k + B x) + b B x` in crossed fields. -/
def hamiltonian (x p s1 s2 : R) (B b k : ℝ) : R :=
  landau x p s1 s2 B k + ((b * B : ℝ) : ℂ) • x

/-- The spinor boost `cosh (t/2) - σ₂ sinh (t/2)`. -/
def boost (s2 : R) (t : ℝ) : R :=
  (Real.cosh (t / 2) : ℂ) • (1 : R) - (Real.sinh (t / 2) : ℂ) • s2

/-- The lowering operator `w x + c + i p`, not normalised. -/
def lower (x p : R) (w c : ℝ) : R := kin x w c + I • p

/-- The raising operator `w x + c - i p`, not normalised. -/
def raise (x p : R) (w c : ℝ) : R := kin x w c - I • p

/-- The third Pauli matrix `σ₃ = -i σ₁ σ₂`. -/
def spin (s1 s2 : R) : R := (-I) • (s1 * s2)

/-- Boosts with opposite rapidities are inverse to each other. -/
theorem boost_inv {s2 : R} (h : s2 * s2 = 1) (t : ℝ) : boost s2 t * boost s2 (-t) = 1 := by
  have h1 : Real.cosh (t / 2) ^ 2 - Real.sinh (t / 2) ^ 2 = 1 := by rw [Real.cosh_sq]; ring
  have h2 : (Real.cosh (t / 2) : ℂ) ^ 2 - (Real.sinh (t / 2) : ℂ) ^ 2 = 1 := by
    exact_mod_cast h1
  simp only [boost, neg_div, Real.cosh_neg, Real.sinh_neg, Complex.ofReal_neg, sub_mul, mul_sub,
    smul_mul_assoc, mul_smul_comm, one_mul, mul_one, h]
  linear_combination (norm := module) h2 • (1 : R)

variable {x p s1 s2 : R}

/-- The boost with `tanh t = b` turns the crossed-field problem into a purely magnetic one with
field `B / cosh t`. -/
theorem boosted_hamiltonian (h : SpinorAlgebra x p s1 s2) {t b : ℝ} (hb : Real.tanh t = b)
    (B k e : ℝ) :
    boost s2 t * (hamiltonian x p s1 s2 B b k - (e : ℂ) • (1 : R)) * boost s2 t =
      landau x p s1 s2 (B / Real.cosh t) (Real.cosh t * (k + b * e))
        - ((Real.cosh t * (e + b * k) : ℝ) : ℂ) • (1 : R) := by
  have hg := Real.cosh_pos t
  have hsb : Real.sinh t = Real.cosh t * b := by
    rw [← hb, Real.tanh_eq_sinh_div_cosh, mul_div_cancel₀ _ hg.ne']
  have hw : B / Real.cosh t = Real.cosh t * B * (1 - b ^ 2) := by
    have h1 := Real.cosh_sq t
    rw [hsb] at h1
    rw [div_eq_iff hg.ne']
    linear_combination (-B) * h1
  -- the square of the boost
  have hSS : boost s2 t * boost s2 t =
      (Real.cosh t : ℂ) • (1 : R) - ((Real.cosh t * b : ℝ) : ℂ) • s2 := by
    have h1 : Real.cosh t * b = 2 * Real.sinh (t / 2) * Real.cosh (t / 2) := by
      rw [← hsb, ← Real.sinh_two_mul]; congr 1; ring
    have h2 : Real.cosh t = Real.cosh (t / 2) ^ 2 + Real.sinh (t / 2) ^ 2 := by
      rw [← Real.cosh_two_mul]; congr 1; ring
    rw [h1, h2]
    simp only [boost, sub_mul, mul_sub, smul_mul_assoc, mul_smul_comm, one_mul, mul_one, h.sq2,
      Complex.ofReal_mul, Complex.ofReal_add, Complex.ofReal_pow, Complex.ofReal_ofNat]
    module
  have hS : ∀ y, Commute y s2 → Commute y (boost s2 t) := fun y hy =>
    ((Commute.one_right y).smul_right _).sub_right (hy.smul_right _)
  -- `σ₁` reverses the boost, hence is left invariant by it
  have h1 : s1 * boost s2 t = boost s2 (-t) * s1 := by
    simp only [boost, neg_div, Real.cosh_neg, Real.sinh_neg, Complex.ofReal_neg, sub_mul, mul_sub,
      smul_mul_assoc, mul_smul_comm, one_mul, mul_one, h.anti]
    module
  obtain ⟨Y, hY⟩ : ∃ Y, Y = s2 * kin x B k + ((b * B : ℝ) : ℂ) • x - (e : ℂ) • (1 : R) :=
    ⟨_, rfl⟩
  have hx := hS x h.xs2
  have hYS : Commute Y (boost s2 t) := by
    rw [hY]
    exact (((hS s2 (Commute.refl s2)).mul_left ((hx.smul_left _).add_left
      ((Commute.one_left _).smul_left _))).add_left (hx.smul_left _)).sub_left
      ((Commute.one_left _).smul_left _)
  have hH : hamiltonian x p s1 s2 B b k - (e : ℂ) • (1 : R) = s1 * p + Y := by
    rw [hY, hamiltonian, landau]; abel
  have hs : ∀ y, s2 * (s2 * y) = y := fun y => by rw [← mul_assoc, h.sq2, one_mul]
  have hp : boost s2 t * (s1 * p) * boost s2 t = s1 * p := by
    rw [mul_assoc, mul_assoc s1, (hS p h.ps2).eq, ← mul_assoc s1, h1, ← mul_assoc,
      ← mul_assoc, boost_inv h.sq2, one_mul]
  rw [hH, mul_add, add_mul, hp, mul_assoc, hYS.eq, ← mul_assoc, hSS, hY, hw]
  simp only [landau, kin, mul_add, mul_sub, sub_mul, smul_mul_assoc, mul_smul_comm, one_mul,
    mul_one, hs, h.sq2, Complex.ofReal_mul, Complex.ofReal_add, Complex.ofReal_sub,
    Complex.ofReal_pow]
  module

/-- `σ₃` squares to one, anticommutes with the magnetic Dirac operator and commutes with the
ladder operators. -/
theorem spin_relations (h : SpinorAlgebra x p s1 s2) (w c : ℝ) :
    spin s1 s2 * spin s1 s2 = 1 ∧
    spin s1 s2 * landau x p s1 s2 w c = -(landau x p s1 s2 w c * spin s1 s2) ∧
    Commute (spin s1 s2) (lower x p w c) ∧ Commute (spin s1 s2) (raise x p w c) := by
  have hc : ∀ y, Commute y s1 → Commute y s2 → Commute (spin s1 s2) y := fun y a b =>
    (a.symm.mul_left b.symm).smul_left _
  have hp := hc p h.ps1 h.ps2
  have hQ : Commute (spin s1 s2) (kin x w c) :=
    ((hc x h.xs1 h.xs2).smul_right _).add_right ((Commute.one_right _).smul_right _)
  refine ⟨?_, ?_, hQ.add_right (hp.smul_right _), hQ.sub_right (hp.smul_right _)⟩
  · have h4 : s1 * s2 * (s1 * s2) = -1 := by
      rw [mul_assoc, ← mul_assoc s2, h.anti, neg_mul, mul_neg, mul_assoc s1 s2, h.sq2, mul_one,
        h.sq1]
    simp only [spin, smul_mul_assoc, mul_smul_comm, h4, smul_smul, neg_mul_neg, Complex.I_mul_I]
    module
  · have h1 : spin s1 s2 * s1 = -(s1 * spin s1 s2) := by
      simp only [spin, smul_mul_assoc, mul_smul_comm, mul_assoc, h.anti, mul_neg, smul_neg]
    have h2 : spin s1 s2 * s2 = -(s2 * spin s1 s2) := by
      simp only [spin, smul_mul_assoc, mul_smul_comm, ← mul_assoc, h.anti, neg_mul, smul_neg,
        neg_neg]
    rw [landau, mul_add, add_mul, ← mul_assoc, ← mul_assoc, h1, h2]
    simp only [neg_mul, mul_assoc, hp.eq, hQ.eq, neg_add]

/-- The squared magnetic Dirac operator is an oscillator plus a Zeeman term, and the ladder
operators shift it by `2 w`. -/
theorem ladder_relations (h : SpinorAlgebra x p s1 s2) (w c : ℝ) :
    let D := landau x p s1 s2 w c
    let A := lower x p w c
    let A' := raise x p w c
    A * A' = A' * A + (2 * w : ℂ) • (1 : R) ∧
    D * D = A' * A + (w : ℂ) • (1 + spin s1 s2) ∧
    D * D * A = A * (D * D) - (2 * w : ℂ) • A ∧
    D * D * A' = A' * (D * D) + (2 * w : ℂ) • A' := by
  intro D A A'
  have hQp : kin x w c * p = p * kin x w c + (w * I : ℂ) • (1 : R) := by
    have hc : x * p = p * x + I • (1 : R) := sub_eq_iff_eq_add'.mp h.ccr
    simp only [kin, add_mul, mul_add, smul_mul_assoc, mul_smul_comm, one_mul, mul_one, hc]
    module
  have hQ1 : Commute (kin x w c) s1 :=
    (h.xs1.smul_left _).add_left ((Commute.one_left _).smul_left _)
  have hQ2 : Commute (kin x w c) s2 :=
    (h.xs2.smul_left _).add_left ((Commute.one_left _).smul_left _)
  have hA : A * A' = A' * A + (2 * w : ℂ) • (1 : R) := by
    simp only [A, A', lower, raise, add_mul, mul_add, sub_mul, mul_sub, smul_mul_assoc,
      mul_smul_comm, hQp]
    linear_combination (norm := module) ((-2 * w : ℂ) * Complex.I_mul_I) • (1 : R)
  have hD : D * D = A' * A + (w : ℂ) • (1 + spin s1 s2) := by
    have e : ∀ a b y z : R, Commute y b → a * y * (b * z) = a * b * (y * z) := by
      intro a b y z hy
      rw [mul_assoc, ← mul_assoc y, hy.eq, mul_assoc, ← mul_assoc]
    simp only [D, landau, add_mul, mul_add]
    rw [e _ _ _ _ h.ps1, e _ _ _ _ h.ps2, e _ _ _ _ hQ1, e _ _ _ _ hQ2, h.sq1, h.sq2, h.anti]
    simp only [A, A', lower, raise, spin, mul_add, sub_mul, smul_mul_assoc,
      mul_smul_comm, hQp, one_mul, mul_one, neg_mul]
    linear_combination (norm := module)
      Complex.I_mul_I • (p * p) - ((w : ℂ) * Complex.I_mul_I) • (1 : R)
  obtain ⟨-, -, h3, h4⟩ := spin_relations h w c
  have h3' : spin s1 s2 * A = A * spin s1 s2 := h3
  have h4' : spin s1 s2 * A' = A' * spin s1 s2 := h4
  refine ⟨hA, hD, ?_, ?_⟩
  · rw [hD, mul_add, ← mul_assoc A, hA]
    simp only [add_mul, mul_add, smul_mul_assoc, mul_smul_comm, one_mul, mul_one, h3']
    module
  · rw [hD, add_mul, mul_assoc A', hA]
    simp only [add_mul, mul_add, smul_mul_assoc, mul_smul_comm, one_mul, mul_one, h4']
    module

/-- The levels `((e + b k)/√(1-b²))² = 2 n B √(1-b²)` solved for the energy `e`, when `B > 0` and
`b² < 1`. -/
theorem level_iff {B b k e : ℝ} (hB : 0 < B) (hb : b ^ 2 < 1) (n : ℕ) :
    ((e + b * k) / √(1 - b ^ 2)) ^ 2 = 2 * (B * √(1 - b ^ 2)) * n ↔
      e = -b * k + √(2 * n * B) * (1 - b ^ 2) ^ (3 / 4 : ℝ) ∨
      e = -b * k - √(2 * n * B) * (1 - b ^ 2) ^ (3 / 4 : ℝ) := by
  have hq : 0 < 1 - b ^ 2 := sub_pos.2 hb
  generalize 1 - b ^ 2 = q at hq ⊢
  have hr : 0 < √q := Real.sqrt_pos.2 hq
  have h1 : (q ^ (3 / 4 : ℝ)) ^ 2 = √q ^ 3 := by
    rw [Real.sqrt_eq_rpow, ← Real.rpow_natCast, ← Real.rpow_natCast, ← Real.rpow_mul hq.le,
      ← Real.rpow_mul hq.le]
    norm_num
  have h2 : 2 * (B * √q) * n * √q ^ 2 = (√(2 * n * B) * q ^ (3 / 4 : ℝ)) ^ 2 := by
    rw [mul_pow, h1, Real.sq_sqrt (show (0 : ℝ) ≤ 2 * n * B by positivity)]; ring
  rw [div_pow, div_eq_iff (by positivity), h2, sq_eq_sq_iff_eq_or_eq_neg]
  constructor <;> rintro (h | h)
  · left; linarith
  · right; linarith
  · left; linarith
  · right; linarith

section States

variable {W : Type*} [AddCommGroup W] [Module ℂ W] {x p s1 s2 : Module.End ℂ W}

/-- For `b² < 1`, `e` is an eigenvalue in crossed fields exactly when `(e + b k)/√(1-b²)` is one
in the magnetic field `B √(1-b²)`, with momentum `(k + b e)/√(1-b²)`. -/
theorem eigen_iff (h : SpinorAlgebra x p s1 s2) {b : ℝ} (hb : b ^ 2 < 1) (B k e : ℝ) :
    (∃ ψ : W, ψ ≠ 0 ∧ hamiltonian x p s1 s2 B b k ψ = (e : ℂ) • ψ) ↔
    ∃ χ : W, χ ≠ 0 ∧ landau x p s1 s2 (B * √(1 - b ^ 2)) ((k + b * e) / √(1 - b ^ 2)) χ =
      (((e + b * k) / √(1 - b ^ 2) : ℝ) : ℂ) • χ := by
  have hr : 0 < √(1 - b ^ 2) := Real.sqrt_pos.2 (sub_pos.2 hb)
  have hr2 : √(1 - b ^ 2) ^ 2 = 1 - b ^ 2 := Real.sq_sqrt (sub_pos.2 hb).le
  generalize √(1 - b ^ 2) = r at hr hr2 ⊢
  -- the rapidity with `tanh t = b`
  obtain ⟨t, hs⟩ : ∃ t, Real.sinh t = b / r := ⟨_, Real.sinh_arsinh _⟩
  have hc : Real.cosh t = 1 / r := by
    refine (sq_eq_sq₀ (Real.cosh_pos t).le (by positivity)).mp ?_
    rw [Real.cosh_sq, hs, div_pow, div_pow, div_add_one (by positivity), hr2]
    congr 1; ring
  have ht : Real.tanh t = b := by
    rw [Real.tanh_eq_sinh_div_cosh, hs, hc]; field_simp
  have key := boosted_hamiltonian h ht B k e
  rw [hc, show B / (1 / r) = B * r by simp, one_div_mul_eq_div, one_div_mul_eq_div] at key
  have kv : ∀ χ : W, boost s2 t (hamiltonian x p s1 s2 B b k (boost s2 t χ)
      - (e : ℂ) • boost s2 t χ) = landau x p s1 s2 (B * r) ((k + b * e) / r) χ
      - (((e + b * k) / r : ℝ) : ℂ) • χ := fun χ => LinearMap.congr_fun key χ
  have i1 : ∀ v : W, boost s2 t (boost s2 (-t) v) = v :=
    fun v => LinearMap.congr_fun (boost_inv h.sq2 t) v
  have i2 : ∀ v : W, boost s2 (-t) (boost s2 t v) = v := fun v => by
    have := LinearMap.congr_fun (boost_inv h.sq2 (-t)) v
    rw [neg_neg] at this
    exact this
  constructor
  · rintro ⟨ψ, h0, hψ⟩
    refine ⟨boost s2 (-t) ψ, fun hz => h0 (by rw [← i1 ψ, hz, map_zero]), ?_⟩
    have := kv (boost s2 (-t) ψ)
    rw [i1, hψ, sub_self, map_zero] at this
    exact sub_eq_zero.mp this.symm
  · rintro ⟨χ, h0, hχ⟩
    refine ⟨boost s2 t χ, fun hz => h0 (by rw [← i2 χ, hz, map_zero]), ?_⟩
    have h2 := i2 (hamiltonian x p s1 s2 B b k (boost s2 t χ) - (e : ℂ) • boost s2 t χ)
    rw [kv, hχ, sub_self, map_zero] at h2
    exact sub_eq_zero.mp h2.symm

/-- Let `B > 0` and `b² < 1`. If the shifted oscillator has a spin-down vacuum `φ`, the energy `-b k
± √(2nB) (1-b²)^(3/4)` is an eigenvalue of the crossed-field Hamiltonian. -/
theorem level_attained (h : SpinorAlgebra x p s1 s2) {B b k e : ℝ} (hB : 0 < B)
    (hb : b ^ 2 < 1) (n : ℕ)
    (he : e = -b * k + √(2 * n * B) * (1 - b ^ 2) ^ (3 / 4 : ℝ) ∨
      e = -b * k - √(2 * n * B) * (1 - b ^ 2) ^ (3 / 4 : ℝ))
    {φ : W} (h0 : φ ≠ 0) (hφ : spin s1 s2 φ = -φ)
    (hA : lower x p (B * √(1 - b ^ 2)) ((k + b * e) / √(1 - b ^ 2)) φ = 0) :
    ∃ ψ : W, ψ ≠ 0 ∧ hamiltonian x p s1 s2 B b k ψ = (e : ℂ) • ψ := by
  have hn := (level_iff hB hb n).mpr he
  have hw : 0 < B * √(1 - b ^ 2) := mul_pos hB (Real.sqrt_pos.2 (sub_pos.2 hb))
  refine (eigen_iff h hb B k e).mpr ?_
  generalize B * √(1 - b ^ 2) = w at hn hw hA ⊢
  generalize (k + b * e) / √(1 - b ^ 2) = c at hA ⊢
  generalize (e + b * k) / √(1 - b ^ 2) = E at hn ⊢
  obtain ⟨l1, l2, -, l4⟩ := ladder_relations h w c
  obtain ⟨-, a2, -, a4⟩ := spin_relations h w c
  have sq : ∀ v : W, landau x p s1 s2 w c (landau x p s1 s2 w c v) =
      raise x p w c (lower x p w c v) + (w : ℂ) • (v + spin s1 s2 v) :=
    fun v => LinearMap.congr_fun l2 v
  -- climb the ladder from the vacuum
  have climb : ∀ m : ℕ, ∃ u : W, u ≠ 0 ∧ spin s1 s2 u = -u ∧
      landau x p s1 s2 w c (landau x p s1 s2 w c u) = (2 * w * m : ℂ) • u := by
    intro m
    induction m with
    | zero => exact ⟨φ, h0, hφ, by rw [sq, hA, hφ]; simp⟩
    | succ m ih =>
      obtain ⟨u, u0, us, uD⟩ := ih
      refine ⟨raise x p w c u, fun hz => ?_, ?_, ?_⟩
      · have q1 : lower x p w c (raise x p w c u) =
            raise x p w c (lower x p w c u) + (2 * w : ℂ) • u := LinearMap.congr_fun l1 u
        have q2 := sq u
        rw [uD, us, add_neg_cancel, smul_zero, add_zero] at q2
        rw [hz, map_zero, ← q2, ← add_smul] at q1
        have q3 : (2 * w * m + 2 * w : ℂ) = 0 := (smul_eq_zero.mp q1.symm).resolve_right u0
        have q4 : 2 * w * m + 2 * w = 0 := by exact_mod_cast q3
        have : 0 < 2 * w * m + 2 * w := by positivity
        linarith
      · have q : spin s1 s2 (raise x p w c u) = raise x p w c (spin s1 s2 u) :=
          LinearMap.congr_fun a4.eq u
        rw [q, us, map_neg]
      · have q : landau x p s1 s2 w c (landau x p s1 s2 w c (raise x p w c u)) =
            raise x p w c (landau x p s1 s2 w c (landau x p s1 s2 w c u)) +
              (2 * w : ℂ) • raise x p w c u := LinearMap.congr_fun l4 u
        rw [q, uD, map_smul]
        push_cast
        module
  obtain ⟨u, u0, us, uD⟩ := climb n
  have hE : (2 * w * n : ℂ) = (E : ℂ) * E := by
    rw [← Complex.ofReal_mul, ← pow_two, hn]; push_cast; ring
  rw [hE] at uD
  -- either `(D + E) u` or `u` itself is the eigenvector
  by_cases hz : landau x p s1 s2 w c u + (E : ℂ) • u = 0
  · refine ⟨u, u0, ?_⟩
    have q : spin s1 s2 (landau x p s1 s2 w c u) = -landau x p s1 s2 w c (spin s1 s2 u) :=
      LinearMap.congr_fun a2 u
    have hD := eq_neg_of_add_eq_zero_left hz
    rw [us, map_neg, neg_neg, hD, map_neg, map_smul, us, smul_neg, neg_neg] at q
    rw [hD, ← q]
  · refine ⟨_, hz, ?_⟩
    rw [map_add, map_smul, uD]
    module

end States

section Spectrum

variable {W : Type*} [NormedAddCommGroup W] [InnerProductSpace ℂ W] {x p s1 s2 : Module.End ℂ W}

/-- For a natural number `N`, each real eigenvalue `μ < 2 w N` of the square of a symmetric magnetic
Dirac operator is `2 w n` with a natural number `n`. -/
theorem landau_sq_spectrum (h : SpinorAlgebra x p s1 s2) {w c : ℝ}
    (hD : LinearMap.IsSymmetric (landau x p s1 s2 w c)) (N : ℕ) :
    ∀ (μ : ℝ) (χ : W), χ ≠ 0 →
      landau x p s1 s2 w c (landau x p s1 s2 w c χ) = (μ : ℂ) • χ → μ < 2 * w * N →
      ∃ n : ℕ, μ = 2 * w * n := by
  obtain ⟨-, l2, l3, -⟩ := ladder_relations h w c
  induction N with
  | zero =>
    -- the square of a symmetric operator has no negative eigenvalue
    intro μ χ h0 hχ hlt
    have hμ : μ < 0 := by simpa using hlt
    have nrm : ∀ v : W, inner ℂ v v = ((‖v‖ ^ 2 : ℝ) : ℂ) := fun v =>
      (inner_self_eq_norm_sq_to_K (𝕜 := ℂ) v).trans (Complex.ofReal_pow _ _).symm
    have h1 := hD χ (landau x p s1 s2 w c χ)
    rw [hχ, inner_smul_right, nrm, nrm, ← Complex.ofReal_mul] at h1
    have h2 := Complex.ofReal_injective h1
    have h3 := mul_neg_of_neg_of_pos hμ (pow_pos (norm_pos_iff.mpr h0) 2)
    linarith [sq_nonneg ‖landau x p s1 s2 w c χ‖]
  | succ N ih =>
    intro μ χ h0 hχ hlt
    by_cases hA : lower x p w c χ = 0
    · -- bottom of the ladder: only `w (1 + σ₃)` is left
      have hs : landau x p s1 s2 w c (landau x p s1 s2 w c χ) =
          raise x p w c (lower x p w c χ) + (w : ℂ) • (χ + spin s1 s2 χ) :=
        LinearMap.congr_fun l2 χ
      rw [hχ, hA, map_zero, zero_add] at hs
      have h3 : spin s1 s2 (spin s1 s2 χ) = χ :=
        LinearMap.congr_fun (spin_relations h w c).1 χ
      have h4 := congrArg (fun v => spin s1 s2 v) hs
      simp only [map_smul, map_add, h3] at h4
      have h5 : (μ : ℂ) • (χ - spin s1 s2 χ) = 0 := by
        linear_combination (norm := module) hs - h4
      rcases smul_eq_zero.mp h5 with hz | hz
      · exact ⟨0, by simpa using hz⟩
      · rw [← sub_eq_zero.mp hz] at hs
        have h6 : ((μ : ℂ) - 2 * w) • χ = 0 := by linear_combination (norm := module) hs
        have h7 := (smul_eq_zero.mp h6).resolve_right h0
        have h8 : μ - 2 * w = 0 := by exact_mod_cast h7
        exact ⟨1, by push_cast; linarith⟩
    · have q : landau x p s1 s2 w c (landau x p s1 s2 w c (lower x p w c χ)) =
          lower x p w c (landau x p s1 s2 w c (landau x p s1 s2 w c χ)) -
            (2 * w : ℂ) • lower x p w c χ := LinearMap.congr_fun l3 χ
      rw [hχ, map_smul] at q
      push_cast at hlt
      obtain ⟨n, hn⟩ := ih (μ - 2 * w) _ hA (by rw [q]; push_cast; module) (by linarith)
      exact ⟨n + 1, by push_cast; linarith⟩

/-- Landau levels in crossed fields: for symmetric `x`, `p`, `σ₁` and `σ₂`, with `B > 0` and `b² <
1`, every real eigenvalue of the Hamiltonian is `-b k ± √(2nB) (1-b²)^(3/4)` with a natural number
`n`. -/
theorem crossed_field_levels (h : SpinorAlgebra x p s1 s2)
    (hx : LinearMap.IsSymmetric x) (hp : LinearMap.IsSymmetric p)
    (h1 : LinearMap.IsSymmetric s1) (h2 : LinearMap.IsSymmetric s2)
    {B b k e : ℝ} (hB : 0 < B) (hb : b ^ 2 < 1) {ψ : W} (h0 : ψ ≠ 0)
    (hψ : hamiltonian x p s1 s2 B b k ψ = (e : ℂ) • ψ) :
    ∃ n : ℕ, e = -b * k + √(2 * n * B) * (1 - b ^ 2) ^ (3 / 4 : ℝ) ∨
      e = -b * k - √(2 * n * B) * (1 - b ^ 2) ^ (3 / 4 : ℝ) := by
  have hD : ∀ w c : ℝ, LinearMap.IsSymmetric (landau x p s1 s2 w c) := by
    intro w c u v
    have c1 : p (s1 v) = s1 (p v) := LinearMap.congr_fun h.ps1.eq v
    have c2 : x (s2 v) = s2 (x v) := LinearMap.congr_fun h.xs2.eq v
    change inner ℂ (s1 (p u) + s2 ((w : ℂ) • x u + (c : ℂ) • u)) v =
      inner ℂ u (s1 (p v) + s2 ((w : ℂ) • x v + (c : ℂ) • v))
    rw [inner_add_left, inner_add_right, h1 (p u) v, hp u (s1 v), c1, h2 _ v]
    simp only [inner_add_left, inner_smul_left, inner_add_right, inner_smul_right, map_add,
      map_smul, Complex.conj_ofReal, hx u (s2 v), c2]
  obtain ⟨χ, hχ0, hχ⟩ := (eigen_iff h hb B k e).mp ⟨ψ, h0, hψ⟩
  have hw : 0 < B * √(1 - b ^ 2) := mul_pos hB (Real.sqrt_pos.2 (sub_pos.2 hb))
  obtain ⟨N, hN⟩ := exists_nat_gt
    (((e + b * k) / √(1 - b ^ 2)) ^ 2 / (2 * (B * √(1 - b ^ 2))))
  obtain ⟨n, hn⟩ := landau_sq_spectrum h (hD _ _) N (((e + b * k) / √(1 - b ^ 2)) ^ 2) χ hχ0
    (by rw [hχ, map_smul, hχ, smul_smul, ← Complex.ofReal_mul, ← pow_two])
    ((div_lt_iff₀' (mul_pos two_pos hw)).mp hN)
  exact ⟨n, (level_iff hB hb n).mp hn⟩

end Spectrum

-- Symmetric operators of this kind act on Schwartz spinors; only the algebra is instantiated here.
/-- Multiplication by `X`, `-i d/dX` and the Pauli matrices on pairs of complex polynomials
satisfy the relations of the spinor algebra. -/
theorem spinorAlgebra_witness :
    SpinorAlgebra (R := Module.End ℂ (Polynomial ℂ × Polynomial ℂ))
      (LinearMap.prodMap (LinearMap.mulLeft ℂ X) (LinearMap.mulLeft ℂ X))
      ((-I) • LinearMap.prodMap derivative derivative)
      ((LinearMap.snd ℂ _ _).prod (LinearMap.fst ℂ _ _))
      (((-I) • LinearMap.snd ℂ _ _).prod (I • LinearMap.fst ℂ _ _)) := by
  constructor <;> refine LinearMap.ext fun f => Prod.ext ?_ ?_ <;>
    simp [smul_smul, Polynomial.derivative_mul]

end

end CrossedFieldLandauLevels
```

```lean
#print axioms CrossedFieldLandauLevels.level_attained
#print axioms CrossedFieldLandauLevels.crossed_field_levels
```

```
'CrossedFieldLandauLevels.level_attained' depends on axioms: [propext, Classical.choice, Quot.sound]
'CrossedFieldLandauLevels.crossed_field_levels' depends on axioms: [propext, Classical.choice, Quot.sound]
```

## Symmetry, vacuum and grids

`SpinorAlgebra` encodes the commutator and Pauli relations. `crossed_field_levels` takes everywhere-defined symmetric operators on a complex inner product space and constrains real eigenvalues, not continuous spectrum or degeneracy. `level_attained` needs no inner product but assumes the vacuum, physically a Gaussian. `spinorAlgebra_witness` realises only the algebra, on polynomials.

Symmetry matters: on all smooth spinors, without decay at infinity, $H\psi=e\psi$ is a linear first-order differential equation with nonzero solutions for every real $e$. On a finite grid, $[x,p]=i$ fails by taking the trace, so the theorem doesn't bound discretisation error.
